# First-order amplitudes reduce three closed-shell RPA exchange energies to MP2

Take two occupied orbitals \(i,j\in\{0,1\}\) at energy 0 and two virtual orbitals \(a,b\in\{0,1\}\) at energy 1. Let the direct integral \(J=(ia,jb)\) be 1 when \(a=i\) and \(b=j\), and 0 otherwise. The exchange integral \(X=(ib,ja)\) is then 1 when \(b=i\) and \(a=j\). Every double excitation has the denominator \(\Delta=2\). These are model integrals chosen for simple arithmetic; no set of real orbitals has exactly these Coulomb integrals.

Compare the MP2 summand \(-J(2J-X)/\Delta\) with the summand \(-(J^2-JX+X^2)/\Delta\), which comes from weighting singlet and triplet RPA contributions by 1/4 and 3/4:

| Excitation pairs \((ia,jb)\) | \(J\) | \(X\) | MP2, each | Spin-weighted, each |
|---|---:|---:|---:|---:|
| \((00,00)\), \((11,11)\) | 1 | 1 | −1/2 | −1/2 |
| \((00,11)\), \((11,00)\) | 1 | 0 | −1 | −1/2 |
| \((01,10)\), \((10,01)\) | 0 | 1 | 0 | −1/2 |

Both columns sum to −3, although four of the six entries disagree. Exchanging the virtual labels moves energy between the second and third rows and leaves the total alone.

## Three energy expressions with one second-order value

For real closed-shell orbitals, write \(p=(i,a)\) and \(q=(j,b)\) for single excitations. Let \(e_i\) and \(f_a\) be the occupied and virtual orbital energies, with every \(e_i<f_a\), and set

\[
d_p=f_a-e_i,\qquad \Delta_{pq}=d_p+d_q .
\]

The matrix \(J_{pq}=(ia,jb)\), the Coulomb repulsion between the orbital products \(ia\) and \(jb\), is symmetric, and \(X_{pq}=J_{(i,b),(j,a)}\). The singlet and triplet couplings are \(B_s=2J-X\) and \(B_t=-X\). Their first-order amplitudes \(T_s\) and \(T_t\) each solve

\[
B+DT+TD=0,\qquad D=\operatorname{diag}(d_p),
\]

with the corresponding coupling in place of \(B\). Then

\[
\begin{aligned}
\tfrac12\operatorname{Tr}[B_s(T_s-T_t)]
&=\tfrac12\operatorname{Tr}[2J\,T_s]\\
&=\tfrac14\operatorname{Tr}[B_sT_s]+\tfrac34\operatorname{Tr}[B_tT_t]\\
&=-\sum_{pq}\frac{J_{pq}(2J_{pq}-X_{pq})}{\Delta_{pq}} .
\end{aligned}
\]

The last expression is the closed-shell MP2 energy. In the spin-weighted formula, the factor 3 counts the three triplet components.

## The first update of an amplitude solver

In a finite orbital basis, and only for first-order amplitudes, this ties RPA with exchange to second-order perturbation theory. An iterative solver that starts from \(T=0\) and divides the residual by the bare orbital-energy denominators has \(T=-B/\Delta\) after one undamped update. At that point all three energies should match an MP2 energy computed from the same integrals and orbital energies, up to rounding. A wrong spin weight or a missing factor of 2 will generally show up there.

The first two expressions match MP2 for each pair \((p,q)\). The third need not match pair by pair, but it does match once each term is added to the one with \(a\) and \(b\) exchanged. If a code screens or truncates the list of \((ia,jb)\), keeping the list closed under \(a\leftrightarrow b\) at fixed \(i,j\) is therefore enough for the third expression to agree with the MP2 sum over the same list.

## From the amplitude equation to the MP2 sum

Since \(D\) is diagonal, the \((p,q)\) entry of the amplitude equation is

\[
B_{pq}+d_pT_{pq}+T_{pq}d_q=B_{pq}+\Delta_{pq}T_{pq}=0 .
\]

The gap condition makes \(\Delta_{pq}\) positive, so \(T_{pq}=-B_{pq}/\Delta_{pq}\). For any matrix \(C\), the symmetry of \(\Delta\) gives

\[
\operatorname{Tr}(CT)=\sum_{pq}C_{pq}T_{qp}
=-\sum_{pq}\frac{C_{pq}B_{qp}}{\Delta_{pq}} .
\]

The exchange matrix inherits the symmetry of \(J\):

\[
X_{qp}=J_{(j,a),(i,b)}=J_{(i,b),(j,a)}=X_{pq}.
\]

**Singlet minus triplet.** Subtracting the two amplitude equations gives

\[
2J+D(T_s-T_t)+(T_s-T_t)D=0,
\]

because \(B_s-B_t=2J\). This is the first-order equation of direct RPA. The first energy is therefore second-order screened exchange (SOSEX) evaluated with first-order amplitudes:

\[
\tfrac12\operatorname{Tr}[B_s(T_s-T_t)]
=-\frac12\sum_{pq}\frac{(2J_{pq}-X_{pq})\,2J_{pq}}{\Delta_{pq}} ,
\]

which is the MP2 sum. The subtraction works because both equations are linear and share the same \(D\). The full Riccati equations contain quadratic terms, and their linear terms also differ between singlet and triplet.

**Direct coupling with singlet amplitudes.** Here the two factors change places:

\[
\tfrac12\operatorname{Tr}[2J\,T_s]
=-\frac12\sum_{pq}\frac{2J_{pq}(2J_{pq}-X_{pq})}{\Delta_{pq}} .
\]

**Spin-weighted sum.** The numerator, apart from the overall minus sign, is

\[
\tfrac14(2J-X)^2+\tfrac34X^2=J^2-JX+X^2 .
\]

Compared with the MP2 numerator \(2J^2-JX\), this leaves

\[
\tfrac14\operatorname{Tr}[B_sT_s]+\tfrac34\operatorname{Tr}[B_tT_t]
=E_{\mathrm{MP2}}+\sum_{pq}\frac{J_{pq}^2-X_{pq}^2}{\Delta_{pq}} ,
\]

where \(E_{\mathrm{MP2}}\) is the MP2 sum. The remainder vanishes. In

\[
\sum_{ijab}\frac{J_{(i,b),(j,a)}^2}{f_a+f_b-e_i-e_j}
\]

the names \(a\) and \(b\) can be exchanged. The denominator does not change, and the numerator becomes \(J_{(i,a),(j,b)}^2\).

**Fixing the weights.** Suppose \(\alpha\operatorname{Tr}[B_sT_s]+\beta\operatorname{Tr}[B_tT_t]\) gives the MP2 energy for every symmetric \(J\) and all gapped levels with two occupied and two virtual orbitals. Keep the levels of the opening example. If all integrals equal 1, both traces and the MP2 energy are −8, so \(\alpha+\beta=1\). For the integrals in the table, the traces are −6 and −2 and the MP2 energy is −3, so \(6\alpha+2\beta=3\). Hence \(\alpha=1/4\) and \(\beta=3/4\).

With only one occupied or only one virtual orbital, \(X=J\). Both traces then equal the MP2 energy, and any weights with \(\alpha+\beta=1\) pass the comparison. Such a system tests only the sum of the weights; detecting wrong weights whose sum is still 1 takes at least two orbitals of each kind.

## The Lean file

```lean
import Mathlib

open Matrix

namespace RPAExchangeSecondOrder

noncomputable section

variable {o v : Type*}

/-- The exchange integrals `X = (ib,ja)`, obtained from `J = (ia,jb)` by exchanging the two
virtual orbitals. -/
def exch (J : Matrix (o × v) (o × v) ℝ) : Matrix (o × v) (o × v) ℝ :=
  Matrix.of fun p q => J (p.1, q.2) (q.1, p.2)

/-- The singlet coupling matrix `Bs = 2J - X`. -/
def singletB (J : Matrix (o × v) (o × v) ℝ) : Matrix (o × v) (o × v) ℝ :=
  (2 : ℝ) • J - exch J

/-- The triplet coupling matrix `Bt = -X`. -/
def tripletB (J : Matrix (o × v) (o × v) ℝ) : Matrix (o × v) (o × v) ℝ :=
  -exch J

/-- The orbital energy difference of the excitation from `i` to `a`, with occupied energies `e`
and virtual energies `f`. -/
def gap (e : o → ℝ) (f : v → ℝ) (p : o × v) : ℝ := f p.2 - e p.1

variable [Fintype o] [Fintype v]

/-- The closed-shell MP2 correlation energy `-∑ J (2J - X) / Δ`, for orbital energies such that
no denominator `Δ` vanishes. -/
def mp2 (e : o → ℝ) (f : v → ℝ) (J : Matrix (o × v) (o × v) ℝ) : ℝ :=
  -∑ p, ∑ q, J p q * (2 * J p q - exch J p q) / (gap e f p + gap e f q)

variable [DecidableEq o] [DecidableEq v]

/-- The amplitude equation to first order in the coupling `B`: `B + D T + T D = 0`, with `D` the
diagonal matrix of orbital energy differences. -/
def FirstOrder (e : o → ℝ) (f : v → ℝ) (B T : Matrix (o × v) (o × v) ℝ) : Prop :=
  B + diagonal (gap e f) * T + T * diagonal (gap e f) = 0

variable {e : o → ℝ} {f : v → ℝ} {J B T Ts Tt : Matrix (o × v) (o × v) ℝ}

/-- If all occupied levels lie below all virtual levels, the first-order amplitude equation has
exactly the solution `T = -B / Δ`, entry by entry. -/
theorem firstOrder_iff (hgap : ∀ i a, e i < f a) :
    FirstOrder e f B T ↔ ∀ p q, T p q = -B p q / (gap e f p + gap e f q) := by
  have hpos : ∀ p q : o × v, 0 < gap e f p + gap e f q := fun p q => by
    have h1 := hgap p.1 p.2
    have h2 := hgap q.1 q.2
    unfold gap
    linarith
  unfold FirstOrder
  constructor
  · intro h p q
    have h' := congrArg (fun M : Matrix (o × v) (o × v) ℝ => M p q) h
    simp only [Matrix.add_apply, Matrix.diagonal_mul, Matrix.mul_diagonal,
      Matrix.zero_apply] at h'
    rw [eq_div_iff (hpos p q).ne']
    linear_combination h'
  · intro h
    ext p q
    have h' := h p q
    rw [eq_div_iff (hpos p q).ne'] at h'
    simp only [Matrix.add_apply, Matrix.diagonal_mul, Matrix.mul_diagonal, Matrix.zero_apply]
    linear_combination h'

/-- With occupied levels below virtual ones, contracting first-order amplitudes with any matrix `C`
(the trace of `C * T`) gives the sum of `-C p q * B q p / Δ` over pairs of excitations `p`, `q`. -/
theorem trace_contract (hgap : ∀ i a, e i < f a) (h : FirstOrder e f B T)
    (C : Matrix (o × v) (o × v) ℝ) :
    trace (C * T) = -∑ p, ∑ q, C p q * B q p / (gap e f p + gap e f q) := by
  simp only [Matrix.trace, Matrix.diag_apply, Matrix.mul_apply, ← Finset.sum_neg_distrib]
  refine Finset.sum_congr rfl fun p _ => Finset.sum_congr rfl fun q _ => ?_
  rw [(firstOrder_iff hgap).1 h q p, add_comm (gap e f q) (gap e f p)]
  ring

omit [DecidableEq o] [DecidableEq v] in
/-- Direct and exchange integrals have the same sum of squares over energy denominators. -/
theorem sum_exch_sq (e : o → ℝ) (f : v → ℝ) (J : Matrix (o × v) (o × v) ℝ) :
    ∑ p, ∑ q, exch J p q ^ 2 / (gap e f p + gap e f q) =
      ∑ p, ∑ q, J p q ^ 2 / (gap e f p + gap e f q) := by
  simp only [Fintype.sum_prod_type]
  refine Finset.sum_congr rfl fun i _ => ?_
  conv_lhs => rw [Finset.sum_comm]
  conv_rhs => rw [Finset.sum_comm]
  refine Finset.sum_congr rfl fun j _ => ?_
  -- relabel the two virtual orbitals
  conv_lhs => rw [Finset.sum_comm]
  refine Finset.sum_congr rfl fun a _ => Finset.sum_congr rfl fun b _ => ?_
  simp only [exch, Matrix.of_apply, gap]
  congr 1
  ring

/-- The difference of first-order singlet and triplet amplitudes solves the first-order equation
of direct RPA, whose coupling is `2J`. -/
theorem singlet_sub_triplet (hs : FirstOrder e f (singletB J) Ts)
    (ht : FirstOrder e f (tripletB J) Tt) :
    FirstOrder e f ((2 : ℝ) • J) (Ts - Tt) := by
  unfold FirstOrder at *
  have key : (2 : ℝ) • J + diagonal (gap e f) * (Ts - Tt) + (Ts - Tt) * diagonal (gap e f) =
      (singletB J + diagonal (gap e f) * Ts + Ts * diagonal (gap e f)) -
      (tripletB J + diagonal (gap e f) * Tt + Tt * diagonal (gap e f)) := by
    rw [Matrix.mul_sub, Matrix.sub_mul, singletB, tripletB]
    module
  rw [key, hs, ht, sub_zero]

/-- Second-order screened exchange: for symmetric `J` and occupied levels below virtual ones,
first-order direct-RPA amplitudes contracted with `2J - X` and halved give the MP2 energy. -/
theorem sosex_eq_mp2 (hJ : J.IsSymm) (hgap : ∀ i a, e i < f a)
    (h : FirstOrder e f ((2 : ℝ) • J) T) :
    trace (singletB J * T) / 2 = mp2 e f J := by
  rw [trace_contract hgap h, mp2, neg_div, Finset.sum_div]
  congr 1
  refine Finset.sum_congr rfl fun p _ => ?_
  rw [Finset.sum_div]
  refine Finset.sum_congr rfl fun q _ => ?_
  simp only [singletB, Matrix.sub_apply, Matrix.smul_apply, smul_eq_mul]
  rw [hJ.apply p q]
  ring

/-- For symmetric `J` and occupied levels below virtual ones, three exchange-corrected RPA energy
expressions, evaluated with first-order singlet and triplet amplitudes, all equal the MP2
energy. -/
theorem rpa_exchange_eq_mp2 (hJ : J.IsSymm) (hgap : ∀ i a, e i < f a)
    (hs : FirstOrder e f (singletB J) Ts) (ht : FirstOrder e f (tripletB J) Tt) :
    trace (singletB J * (Ts - Tt)) / 2 = mp2 e f J ∧
    trace (((2 : ℝ) • J) * Ts) / 2 = mp2 e f J ∧
    trace (singletB J * Ts) / 4 + 3 * trace (tripletB J * Tt) / 4 = mp2 e f J := by
  have hX : ∀ p q, exch J q p = exch J p q := fun p q =>
    hJ.apply (p.1, q.2) (q.1, p.2)
  refine ⟨sosex_eq_mp2 hJ hgap (singlet_sub_triplet hs ht), ?_, ?_⟩
  · rw [trace_contract hgap hs, mp2, neg_div, Finset.sum_div]
    congr 1
    refine Finset.sum_congr rfl fun p _ => ?_
    rw [Finset.sum_div]
    refine Finset.sum_congr rfl fun q _ => ?_
    simp only [singletB, Matrix.sub_apply, Matrix.smul_apply, smul_eq_mul]
    rw [hJ.apply p q, hX p q]
    ring
  · -- term by term the two sides differ by `(J² - X²) / Δ`
    have key : trace (singletB J * Ts) / 4 + 3 * trace (tripletB J * Tt) / 4 =
        mp2 e f J + (∑ p, ∑ q, J p q ^ 2 / (gap e f p + gap e f q) -
          ∑ p, ∑ q, exch J p q ^ 2 / (gap e f p + gap e f q)) := by
      rw [trace_contract hgap hs, trace_contract hgap ht, mp2]
      simp only [← Finset.sum_neg_distrib, Finset.mul_sum, Finset.sum_div,
        ← Finset.sum_add_distrib, ← Finset.sum_sub_distrib]
      refine Finset.sum_congr rfl fun p _ => Finset.sum_congr rfl fun q _ => ?_
      simp only [singletB, tripletB, Matrix.sub_apply, Matrix.neg_apply, Matrix.smul_apply,
        smul_eq_mul]
      rw [hJ.apply p q, hX p q]
      ring
    rw [key, sum_exch_sq, sub_self, add_zero]

/-- If fixed weights of the singlet and triplet contractions reproduce MP2 for every symmetric `J`
and all gapped levels of two occupied and two virtual orbitals, they are `1/4` and `3/4`. -/
theorem spin_weights_unique (α β : ℝ)
    (h : ∀ (e f : Fin 2 → ℝ) (J Ts Tt : Matrix (Fin 2 × Fin 2) (Fin 2 × Fin 2) ℝ),
      J.IsSymm → (∀ i a, e i < f a) →
      FirstOrder e f (singletB J) Ts → FirstOrder e f (tripletB J) Tt →
      α * trace (singletB J * Ts) + β * trace (tripletB J * Tt) = mp2 e f J) :
    α = 1 / 4 ∧ β = 3 / 4 := by
  have hg : ∀ i a : Fin 2, (fun _ : Fin 2 => (0 : ℝ)) i < (fun _ : Fin 2 => (1 : ℝ)) a :=
    fun _ _ => one_pos
  have half : ∀ B : Matrix (Fin 2 × Fin 2) (Fin 2 × Fin 2) ℝ,
      FirstOrder (fun _ => 0) (fun _ => 1) B ((-1 / 2 : ℝ) • B) := fun B => by
    rw [firstOrder_iff hg]
    intro p q
    simp only [gap, Matrix.smul_apply, smul_eq_mul]
    ring
  -- all integrals equal to one
  have h1 := h _ _ (Matrix.of fun _ _ => 1) _ _ (Matrix.IsSymm.ext fun _ _ => rfl) hg
    (half _) (half _)
  -- integrals equal to one if each excitation joins equal labels, and to zero otherwise
  have h2 := h _ _ (Matrix.of fun p q =>
      (if p.1 = p.2 then 1 else 0) * (if q.1 = q.2 then 1 else 0)) _ _
    (Matrix.IsSymm.ext fun _ _ => mul_comm _ _) hg (half _) (half _)
  norm_num [Matrix.trace, Matrix.mul_apply, Fintype.sum_prod_type, Fin.sum_univ_two,
    singletB, tripletB, exch, mp2, gap] at h1 h2
  constructor <;> linarith

end

end RPAExchangeSecondOrder
```

```lean
#print axioms RPAExchangeSecondOrder.rpa_exchange_eq_mp2
-- 'RPAExchangeSecondOrder.rpa_exchange_eq_mp2' depends on axioms: [propext, Classical.choice, Quot.sound]
#print axioms RPAExchangeSecondOrder.spin_weights_unique
-- 'RPAExchangeSecondOrder.spin_weights_unique' depends on axioms: [propext, Classical.choice, Quot.sound]
```

## How the Lean objects map to orbitals and integrals

The types `o` and `v` label occupied and virtual spatial orbitals, and both are finite in the theorems. An element of `o × v` is a single excitation, with `p.1` its occupied and `p.2` its virtual orbital. The functions `e` and `f` hold the orbital energies, and `gap e f p` is \(d_p\). The definitions `exch`, `singletB` and `tripletB` are \(X\), \(B_s\) and \(B_t\), while `mp2` is the sum written above.

`FirstOrder e f B T` says that `T` solves the amplitude equation for the coupling `B`. The hypothesis `J.IsSymm` expresses the symmetry \((ia,jb)=(jb,ia)\) of real integrals. The hypothesis `∀ i a, e i < f a` places every occupied level strictly below every virtual one.

Under these hypotheses, `rpa_exchange_eq_mp2` states the three equalities for any `Ts` and `Tt` that solve their respective equations. `sosex_eq_mp2` states the SOSEX equality for any first-order direct-RPA amplitudes. `spin_weights_unique` is the converse for the weights, with `Fin 2` labelling both kinds of orbital.

The amplitudes could also have been defined directly by `-B / Δ`. That would shorten the proofs but lose the link to the equation that a solver treats. Because Lean sets division by zero to zero, the identities would then hold even without a gap, with the singular terms silently omitted.

## The algebra behind each lemma

`firstOrder_iff` solves the amplitude equation. It reads off one matrix entry, uses the gap hypothesis to show that the denominator is positive, and clears it with `eq_div_iff`. `linear_combination` finishes the algebra in both directions, so the solution exists and is unique.

`trace_contract` expands the trace into a double sum and inserts that solution. `singlet_sub_triplet` writes the direct-RPA equation as the difference of the singlet and triplet equations, both of which are zero. `sosex_eq_mp2` then compares summands, using the symmetry of `J`.

`sum_exch_sq` contains the relabelling. It splits each sum over excitations into sums over orbitals, and `Finset.sum_comm` reorders them until the two virtual labels have changed places. It does not need `J` to be symmetric.

In the main theorem, the first equality combines `singlet_sub_triplet` with `sosex_eq_mp2`, and the second is a comparison of summands. For the third, `key` isolates the difference of the two sums of squares, which `sum_exch_sq` removes.

In `spin_weights_unique`, the local result `half` supplies the amplitudes \(-B/2\) for the chosen levels. `norm_num` evaluates the two test systems, and `linarith` solves the resulting linear equations.

## Which energies and orbitals are covered

The equalities hold for every finite number of occupied and virtual orbitals, every real symmetric `J` and all gapped levels, including degenerate ones within either set. `J` need not come from a Coulomb operator, and the orbital energies need not come from a mean-field calculation. With canonical Hartree–Fock orbitals, `mp2` is the usual MP2 correlation energy. With Kohn–Sham orbitals it is the same doubles expression, without any singles contribution.

The first-order equation is taken as the definition of the amplitudes; the file does not derive it from the full Riccati equation. It says nothing about energies at converged amplitudes, where agreement among the three expressions should not be expected in general, nor about the convergence of a solver. Complex orbitals, open shells and fractional occupations are not treated. The theorems concern real numbers, so a comparison in floating-point code still needs a tolerance.
